# The Bloch vector drops out of the nonlocal pseudopotential force at fixed coefficients

Let an atom at $R$ carry projectors $\beta_i$, coupled by a Hermitian matrix $D$, and let a Bloch state have plane-wave coefficients $c(G)$ on a finite set $S$ of vectors $G$. With all these numbers held fixed, the nonlocal energy

$$E=\sum_{ij}\overline{P_i}\,D_{ij}\,P_j,\qquad P_i(R)=\sum_{G\in S}\overline{\beta_i(G)}\,c(G)\,e^{i(k+G)\cdot R},$$

is real and does not depend on the Bloch vector $k$ in the phases. Its derivative as the atom moves along $u$ is

$$\frac{d}{dt}E(R+tu)\Big|_{t=0}=2\,\mathrm{Re}\sum_{ij}\overline{P_i}\,D_{ij}\,Q_j,\qquad Q_j=\sum_{G\in S}\overline{\beta_j(G)}\,c(G)\,(i\,G\cdot u)\,e^{i(k+G)\cdot R}.$$

Differentiating the plane waves produces the factor $i(k+G)\cdot u$, but only $i\,G\cdot u$ survives in the result. In a plane-wave calculation with a separable pseudopotential, a force routine may therefore use either factor for the contribution of one state and one atom, provided the coefficients are held fixed and $D$ is Hermitian.

## A common phase and a purely imaginary term

The phase $e^{i(k+G)\cdot R}$ is the product $e^{ik\cdot R}e^{iG\cdot R}$, and its first factor is the same for every $G$ and every projector. Hence

$$P_i(R)=e^{ik\cdot R}P_i^0(R),\qquad P_i^0(R)=\sum_{G\in S}\overline{\beta_i(G)}\,c(G)\,e^{iG\cdot R}.$$

Write $\langle P,Q\rangle_D=\sum_{ij}\overline{P_i}D_{ij}Q_j$, so that $E=\langle P,P\rangle_D$. The common factor enters once conjugated and once not, and $\overline{e^{ik\cdot R}}\,e^{ik\cdot R}=1$. Therefore $E=\langle P^0,P^0\rangle_D$, which contains no $k$. This holds for any $D$.

For Hermitian $D$, conjugate the form, exchange the names of the two indices, and use $\overline{D_{ji}}=D_{ij}$:

$$\overline{\langle P,Q\rangle_D}=\sum_{ij}P_j\,\overline{D_{ji}}\,\overline{Q_i}=\sum_{ij}\overline{Q_i}\,D_{ij}\,P_j=\langle Q,P\rangle_D.$$

Setting $Q=P$ shows that $E$ equals its own conjugate, so it is real.

Now move the atom to $R+tu$. Each plane wave has the derivative $i(k+G)\cdot u\;e^{i(k+G)\cdot R}$ at $t=0$. Splitting the factor into its $k$ and $G$ parts and summing gives

$$P_i'=i(k\cdot u)\,P_i+Q_i.$$

By the product rule and the conjugation rule,

$$E'=\langle P',P\rangle_D+\langle P,P'\rangle_D=2\,\mathrm{Re}\,\langle P,P'\rangle_D
=2\,\mathrm{Re}\big[i(k\cdot u)E\big]+2\,\mathrm{Re}\,\langle P,Q\rangle_D.$$

Since $k\cdot u$ and $E$ are real, the first bracket is purely imaginary and its real part is zero. What remains is the stated derivative.

## Projections and energy as Lean definitions

The positions, the Bloch vector and the vectors $G$ all live in one real inner product space `V`. Three-dimensional space is the physical case, but no dimension is fixed. The finite type `ι` labels the projectors.

```lean
import Mathlib

open Complex ComplexConjugate

namespace KleinmanBylanderForce

variable {V : Type*} [NormedAddCommGroup V] [InnerProductSpace ℝ V]
variable {ι : Type*} [Fintype ι]
```

The plane wave is defined for an arbitrary wave vector `q`. The real inner product `inner ℝ q R` is $q\cdot R$, and `I` is the imaginary unit.

```lean
/-- The plane wave `exp(i q·R)` with wave vector `q` at the position `R`. -/
noncomputable def phase (q R : V) : ℂ :=
  Complex.exp (((inner ℝ q R : ℝ) : ℂ) * I)
```

The sign of the phase follows from the position of the atom. A projector moved to $R$ has Fourier coefficients multiplied by $e^{-iq\cdot R}$, and the projection conjugates them. Volume factors are absorbed into the coefficients.

```lean
/-- The projection `P_i(R) = ∑ conj(β_i(G)) c(G) exp(i(k+G)·R)` of a Bloch state on the
projector `i` of an atom at `R`, with `G` in the finite set `S`. -/
noncomputable def proj (S : Finset V) (β : ι → V → ℂ) (c : V → ℂ) (k R : V) (i : ι) : ℂ :=
  ∑ G ∈ S, conj (β i G) * c G * phase (k + G) R
```

Here `S` is any finite set of vectors; it need not come from a lattice or from an energy cutoff. The functions `β` and `c` are arbitrary complex numbers with no dependence on `k`. In a real calculation $\beta_i$ is evaluated at $k+G$ and $c$ is solved for at each $k$, so the independence of $k$ proved below concerns the phases alone. It does not say that the nonlocal energy is the same across the Brillouin zone.

```lean
/-- The projection `Q_i` with the factor `i G·u` inserted in each term; `k` enters only
through the plane waves. -/
noncomputable def projG (S : Finset V) (β : ι → V → ℂ) (c : V → ℂ) (k R u : V) (i : ι) : ℂ :=
  ∑ G ∈ S, conj (β i G) * c G * (I * ((inner ℝ G u : ℝ) : ℂ)) * phase (k + G) R
```

This is $Q_i$. The inserted factor contains `G` only, while the plane wave keeps its full wave vector `k + G`.

```lean
/-- The sesquilinear form `∑ conj(P_i) D_ij Q_j` of the coupling matrix `D`. -/
noncomputable def form (D : Matrix ι ι ℂ) (P Q : ι → ℂ) : ℂ :=
  ∑ i, ∑ j, conj (P i) * D i j * Q j
```

The form $\langle P,Q\rangle_D$ is defined for any complex matrix, and Hermiticity appears later as a hypothesis where it is needed. The original Kleinman–Bylander potential has a real diagonal $D$, which is a special case. How $D$ and the projectors are built from a pseudopotential plays no part here.

```lean
/-- The nonlocal energy `E = ∑ conj(P_i) D_ij P_j` of one Bloch state and one atom at `R`. -/
noncomputable def energy (D : Matrix ι ι ℂ) (S : Finset V) (β : ι → V → ℂ) (c : V → ℂ)
    (k R : V) : ℂ :=
  form D (proj S β c k R) (proj S β c k R)
```

The energy takes complex values, so its reality is something to prove. It belongs to one state and one atom; occupations, $k$-point weights and further atoms enter a total energy through real linear combinations of such terms.

## Algebra of the sesquilinear form

```lean
/-- The plane wave of a sum of wave vectors is the product of the plane waves. -/
theorem phase_add (p q R : V) : phase (p + q) R = phase p R * phase q R := by
  simp only [phase, inner_add_left, ofReal_add, add_mul, Complex.exp_add]
```

This is the factorisation $e^{i(p+q)\cdot R}=e^{ip\cdot R}e^{iq\cdot R}$.

```lean
/-- For a Hermitian coupling matrix, complex conjugation exchanges the two arguments of
the form. -/
theorem form_conj {D : Matrix ι ι ℂ} (hD : D.IsHermitian) (P Q : ι → ℂ) :
    conj (form D P Q) = form D Q P := by
  simp only [form, map_sum, map_mul, Complex.conj_conj]
  rw [Finset.sum_comm]
  refine Finset.sum_congr rfl fun i _ => Finset.sum_congr rfl fun j _ => ?_
  have h : conj (D j i) = D i j := hD.apply i j
  rw [h]
  ring
```

The proof of `form_conj` follows the conjugation by hand. `Finset.sum_comm` exchanges the two sums, and `hD.apply i j` supplies $\overline{D_{ji}}=D_{ij}$.

```lean
/-- A plane-wave factor common to both arguments drops out of the form. -/
theorem form_phase (D : Matrix ι ι ℂ) (q R : V) (P Q : ι → ℂ) :
    form D (fun i => phase q R * P i) (fun j => phase q R * Q j) = form D P Q := by
  -- a plane wave has modulus one
  have hz : conj (phase q R) * phase q R = 1 := by
    unfold phase
    rw [← Complex.exp_conj, ← Complex.exp_add, map_mul, conj_ofReal, conj_I, mul_neg,
      neg_add_cancel, Complex.exp_zero]
  unfold form
  refine Finset.sum_congr rfl fun i _ => Finset.sum_congr rfl fun j _ => ?_
  rw [map_mul]
  linear_combination (conj (P i) * D i j * Q j) * hz
```

In `form_phase`, the auxiliary statement `hz` says that a plane wave has modulus one. The `linear_combination` step multiplies it by $\overline{P_i}D_{ij}Q_j$ to settle each term of the double sum. No condition on $D$ is used.

```lean
/-- For Hermitian `D` and real `a`, adding `i a P` to the second argument leaves the real
part of `∑ conj(P_i) D_ij Q_j` unchanged. -/
theorem k_part_cancels {D : Matrix ι ι ℂ} (hD : D.IsHermitian) (a : ℝ) (P Q : ι → ℂ) :
    (form D P (fun j => I * (a : ℂ) * P j + Q j)).re = (form D P Q).re := by
  have hsplit : form D P (fun j => I * (a : ℂ) * P j + Q j)
      = I * (a : ℂ) * form D P P + form D P Q := by
    simp only [form, Finset.mul_sum, ← Finset.sum_add_distrib]
    refine Finset.sum_congr rfl fun i _ => Finset.sum_congr rfl fun j _ => ?_
    ring
  -- the diagonal form is real, so `i a` times it is purely imaginary
  have him : (form D P P).im = 0 := Complex.conj_eq_iff_im.mp (form_conj hD P P)
  rw [hsplit]
  simp [Complex.add_re, Complex.mul_re, Complex.mul_im, him]
```

The cancellation is stated here without any plane waves: `a` is any real number, and `P` and `Q` are any complex vectors. The step `hsplit` separates the form into $ia\langle P,P\rangle_D+\langle P,Q\rangle_D$, and `him` records that $\langle P,P\rangle_D$ is real. The force formula uses the case $a=k\cdot u$.

## The projections of a moving atom

```lean
omit [Fintype ι] in
/-- At fixed coefficients, the projections at `k` are those at `k = 0` times the common
factor `exp(i k·R)`. -/
theorem proj_bloch (S : Finset V) (β : ι → V → ℂ) (c : V → ℂ) (k R : V) :
    proj S β c k R = fun i => phase k R * proj S β c 0 R i := by
  funext i
  simp only [proj, Finset.mul_sum, zero_add]
  refine Finset.sum_congr rfl fun G _ => ?_
  rw [phase_add]
  ring
```

This is $P_i=e^{ik\cdot R}P_i^0$, with $P_i^0$ written as the same projection at Bloch vector zero.

```lean
omit [Fintype ι] in
/-- When the atom moves along `u`, the projection changes at the rate `i (k·u) P_i + Q_i`. -/
theorem hasDerivAt_proj (S : Finset V) (β : ι → V → ℂ) (c : V → ℂ) (k R u : V) (i : ι) :
    HasDerivAt (fun t : ℝ => proj S β c k (R + t • u) i)
      (I * ((inner ℝ k u : ℝ) : ℂ) * proj S β c k R i + projG S β c k R u i) 0 := by
  -- derivative of a single plane wave
  have hphase : ∀ q : V, HasDerivAt (fun t : ℝ => phase q (R + t • u))
      (I * ((inner ℝ q u : ℝ) : ℂ) * phase q R) 0 := by
    intro q
    have hr : HasDerivAt (fun t : ℝ => inner ℝ q R + t * inner ℝ q u) (inner ℝ q u) 0 :=
      (((hasDerivAt_id' (0 : ℝ)).mul_const (inner ℝ q u)).const_add
        (inner ℝ q R)).congr_deriv (one_mul _)
    have hc := (hr.ofReal_comp.mul_const I).cexp
    have hf : (fun t : ℝ => phase q (R + t • u)) = fun t : ℝ =>
        Complex.exp (((inner ℝ q R + t * inner ℝ q u : ℝ) : ℂ) * I) := by
      funext t
      simp only [phase, inner_add_right, real_inner_smul_right]
    rw [hf]
    refine hc.congr_deriv ?_
    simp only [phase, zero_mul, add_zero]
    ring
  have h := HasDerivAt.fun_sum (fun G (_ : G ∈ S) =>
    (hphase (k + G)).const_mul (conj (β i G) * c G))
  refine h.congr_deriv ?_
  simp only [proj, projG, Finset.mul_sum, ← Finset.sum_add_distrib]
  refine Finset.sum_congr rfl fun G _ => ?_
  rw [inner_add_left, ofReal_add]
  ring
```

The theorem `hasDerivAt_proj` is the rate $P_i'=i(k\cdot u)P_i+Q_i$. The atom moves along the line `R + t • u` with a real parameter `t`. The direction `u` need not have unit length; if it does, the derivative is a rate per unit distance. The proof first differentiates a single plane wave (`hphase`), then sums over `S`, and finally splits $(k+G)\cdot u$ into its two parts.

The device that carries this proof is `HasDerivAt.congr_deriv`. The statement `HasDerivAt f f' x` says that `f` is differentiable at `x` with derivative `f'`, and `f'` is an explicit part of the statement. Mathlib's rules for sums, products and exponentials each produce a derivative in a form of their own, which is rarely the one wanted. Given a proof that the two expressions are equal, `congr_deriv` replaces one by the other. Calculus and algebra are thereby separated: the rules are applied mechanically, and an ordinary identity between complex numbers is left over. In `hasDerivAt_proj` that identity is the splitting of $i(k+G)\cdot u$. In the energy theorem below, it is the cancellation of the $k$ part.

## Reality, independence of $k$, and the force

```lean
/-- The nonlocal energy is real when `D` is Hermitian. -/
theorem energy_real {D : Matrix ι ι ℂ} (hD : D.IsHermitian) (S : Finset V)
    (β : ι → V → ℂ) (c : V → ℂ) (k R : V) : (energy D S β c k R).im = 0 :=
  Complex.conj_eq_iff_im.mp (form_conj hD _ _)
```

For Hermitian `D`, the imaginary part of the energy is zero. This is `form_conj` with both arguments equal, combined with the fact that a complex number equal to its conjugate has no imaginary part.

```lean
/-- At fixed coefficients `β_i(G)` and `c(G)`, the nonlocal energy does not depend on the
Bloch vector in the plane waves. -/
theorem energy_independent_of_k (D : Matrix ι ι ℂ) (S : Finset V) (β : ι → V → ℂ)
    (c : V → ℂ) (k k' R : V) : energy D S β c k R = energy D S β c k' R := by
  unfold energy
  rw [proj_bloch S β c k R, proj_bloch S β c k' R, form_phase, form_phase]
```

For any `D`, and for any two Bloch vectors `k` and `k'`, the energies agree when `S`, `β`, `c` and `R` are the same. Both sides are rewritten with the common phase in front, and `form_phase` removes it.

```lean
/-- For Hermitian `D`, the derivative of the nonlocal energy as the atom moves along `u` is
`2 Re ∑ conj(P_i) D_ij Q_j`, where `Q_j` carries the factor `i G·u` and not `i (k+G)·u`. -/
theorem hasDerivAt_energy {D : Matrix ι ι ℂ} (hD : D.IsHermitian) (S : Finset V)
    (β : ι → V → ℂ) (c : V → ℂ) (k R u : V) :
    HasDerivAt (fun t : ℝ => energy D S β c k (R + t • u))
      ((2 * (form D (proj S β c k R) (projG S β c k R u)).re : ℝ) : ℂ) 0 := by
  have hP := hasDerivAt_proj S β c k R u
  have hPc : ∀ i, HasDerivAt (fun t : ℝ => conj (proj S β c k (R + t • u) i))
      (conj (I * ((inner ℝ k u : ℝ) : ℂ) * proj S β c k R i + projG S β c k R u i)) 0 :=
    fun i => (hP i).star
  -- product rule in every term of the double sum
  have h := HasDerivAt.fun_sum (fun i (_ : i ∈ (Finset.univ : Finset ι)) =>
    HasDerivAt.fun_sum (fun j (_ : j ∈ (Finset.univ : Finset ι)) =>
      ((hPc i).mul_const (D i j)).fun_mul (hP j)))
  -- the two halves are complex conjugates, and the `k` part drops out
  have key : form D (fun j => I * ((inner ℝ k u : ℝ) : ℂ) * proj S β c k R j
        + projG S β c k R u j) (proj S β c k R)
      + form D (proj S β c k R) (fun j => I * ((inner ℝ k u : ℝ) : ℂ) * proj S β c k R j
        + projG S β c k R u j)
      = ((2 * (form D (proj S β c k R) (projG S β c k R u)).re : ℝ) : ℂ) := by
    rw [← form_conj hD (proj S β c k R), add_comm, Complex.add_conj, k_part_cancels hD]
  refine h.congr_deriv (Eq.trans ?_ key)
  simp only [form, zero_smul, add_zero, Finset.sum_add_distrib]
```

For Hermitian `D`, the energy along the line `R + t • u` has the derivative $2\,\mathrm{Re}\,\langle P,Q\rangle_D$ at $t=0$. The outer cast to `ℂ` is there because the energy is complex-valued. For a unit vector `u`, minus this number is the nonlocal contribution of this one state to the force component along `u`.

In the proof, `hPc` gives the derivative of the conjugated projections, and `h` applies the product rule to every term of the double sum. The equation `key` then contains the physics. By `form_conj`, the two halves $\langle P',P\rangle_D$ and $\langle P,P'\rangle_D$ are conjugates of each other, so they add up to twice a real part, and `k_part_cancels` removes $i(k\cdot u)P$ from it.

The coefficients `c` stay fixed while the atom moves. For a converged, normalised eigenstate and a norm-conserving pseudopotential, this is the situation of the Hellmann–Feynman theorem, in which the first-order response of the state does not contribute to the force. That variational argument is presupposed here, as is a matrix $D$ that does not change with the position of the atom.

## Periodicity of the energy under lattice translations

The common phase also settles what happens when the atom is translated by a vector $L$ for which every $G\cdot L$ is an integer multiple of $2\pi$. Each factor $e^{iG\cdot R}$ is then unchanged, so $P_i^0(R+L)=P_i^0(R)$. The projections at general $k$ do change, since

$$P_i(R+L)=e^{ik\cdot L}P_i(R),$$

but this factor is again common to all of them, and the energy is periodic.

```lean
/-- The nonlocal energy is unchanged when the atom is translated by a vector `L` for which
`G·L` is an integer multiple of `2π` for every `G` in the sum. -/
theorem energy_periodic (D : Matrix ι ι ℂ) (S : Finset V) (β : ι → V → ℂ) (c : V → ℂ)
    (k R L : V) (hL : ∀ G ∈ S, ∃ n : ℤ, inner ℝ G L = 2 * Real.pi * (n : ℝ)) :
    energy D S β c k (R + L) = energy D S β c k R := by
  -- at `k = 0` the projections themselves are periodic
  have hproj : proj S β c 0 (R + L) = proj S β c 0 R := by
    funext i
    unfold proj
    refine Finset.sum_congr rfl fun G hG => ?_
    obtain ⟨n, hn⟩ := hL G hG
    have hone : Complex.exp (((2 * Real.pi * (n : ℝ) : ℝ) : ℂ) * I) = 1 := by
      rw [← Complex.exp_int_mul_two_pi_mul_I n]
      congr 1
      push_cast
      ring
    have hph : phase (0 + G) (R + L) = phase (0 + G) R := by
      unfold phase
      rw [zero_add, inner_add_right, hn, ofReal_add, add_mul, Complex.exp_add, hone, mul_one]
    rw [hph]
  rw [energy_independent_of_k D S β c k 0 (R + L), energy_independent_of_k D S β c k 0 R]
  unfold energy
  rw [hproj]

end KleinmanBylanderForce
```

The hypothesis `hL` asks for one integer `n` for each `G` in `S`. It holds when the $G$ are reciprocal lattice vectors and $L$ is a vector of the direct lattice. The proof uses `energy_independent_of_k` to set the Bloch vector to zero on both sides, where the projections themselves are periodic. As with the independence of $k$, Hermiticity is not required.

```lean
#print axioms KleinmanBylanderForce.energy_real
#print axioms KleinmanBylanderForce.energy_independent_of_k
#print axioms KleinmanBylanderForce.hasDerivAt_energy
#print axioms KleinmanBylanderForce.energy_periodic
```

```
'KleinmanBylanderForce.energy_real' depends on axioms: [propext, Classical.choice, Quot.sound]
'KleinmanBylanderForce.energy_independent_of_k' depends on axioms: [propext, Classical.choice, Quot.sound]
'KleinmanBylanderForce.hasDerivAt_energy' depends on axioms: [propext, Classical.choice, Quot.sound]
'KleinmanBylanderForce.energy_periodic' depends on axioms: [propext, Classical.choice, Quot.sound]
```
